# Correcting Car–Parrinello orbital velocities for orthonormality never raises their fictitious kinetic energy

## Orbital velocities that would spoil orthonormality

In Car–Parrinello molecular dynamics the orbital coefficients move like classical particles. They have velocities, they feel forces, and they carry a fictitious mass \(\mu\). The orbitals must stay orthonormal while they move. A velocity that has just been updated with the forces generally does not respect this: followed for a short time, it would stretch the orbitals or tilt them towards each other.

The offending part of the velocity has to be removed. Two questions arise: is the correction determined uniquely, and can it feed kinetic energy into the orbitals?

Collect the coefficients in a complex matrix \(C\), with one row per basis function and one column per orbital. In an orthonormal basis, such as plane waves, the orbitals are orthonormal when

\[
C^{\mathrm H} C = 1 ,
\]

where \({}^{\mathrm H}\) is the conjugate transpose and \(1\) the identity matrix. Differentiating in time gives the condition on an allowed velocity \(W\):

\[
C^{\mathrm H} W + W^{\mathrm H} C = 0 .
\]

The fictitious kinetic energy of a velocity \(V\) is \(K(V) = \tfrac{\mu}{2}\,\mathrm{tr}(V^{\mathrm H}V)\).

## The corrected velocity and its energy

Let \(C^{\mathrm H}C = 1\), let \(V\) be any trial velocity, and put

\[
Y = \tfrac12\left(C^{\mathrm H}V + V^{\mathrm H}C\right), \qquad W = V - CY .
\]

Then \(Y\) is Hermitian, and it is the only Hermitian matrix for which \(V - CY\) is an allowed velocity. For \(\mu > 0\) we have \(K(W) \le K(V)\), with equality exactly when \(V\) was already allowed. Moreover, \(W\) is the unique allowed velocity closest to \(V\), with distance measured by \(K\).

The correction has the form \(CY\) with Hermitian \(Y\) because it comes from Lagrange multipliers. The constraint matrix \(C^{\mathrm H}C - 1\) is Hermitian, and so is its matrix of multipliers.

## Finding the multiplier

Take an arbitrary square matrix \(Y\) and insert \(V - CY\) into the velocity condition. Since \(C^{\mathrm H}C = 1\),

\[
C^{\mathrm H}(V - CY) + (V - CY)^{\mathrm H}C
= C^{\mathrm H}V + V^{\mathrm H}C - (Y + Y^{\mathrm H}) .
\]

The velocity is therefore allowed exactly when \(Y + Y^{\mathrm H} = C^{\mathrm H}V + V^{\mathrm H}C\). For Hermitian \(Y\) the left side is \(2Y\), which gives the formula above and no other solution. The formula does return a Hermitian matrix, because conjugate transposition merely exchanges its two terms.

Without Hermiticity, uniqueness fails as soon as there is one orbital: \(Y + i\,1\) satisfies the same equation. The extra term changes the velocity by a common phase rotation, which orthonormality permits.

## Why the energies add

Let \(T\) be an allowed velocity and \(Y\) any Hermitian matrix. The cross terms in \(\mathrm{tr}\big((T+CY)^{\mathrm H}(T+CY)\big)\) are

\[
\mathrm{tr}(T^{\mathrm H}CY) + \mathrm{tr}(YC^{\mathrm H}T)
= \mathrm{tr}\big(Y\,(C^{\mathrm H}T + T^{\mathrm H}C)\big) = 0 ,
\]

by cyclicity of the trace. Hence \(K(T + CY) = K(T) + K(CY)\). With \(T = W\) and the multiplier found above,

\[
K(V) = K(W) + K(CY) .
\]

The kinetic energy is a sum of squared moduli,

\[
K(V) = \frac{\mu}{2}\sum_j\sum_i |V_{ij}|^2 ,
\]

with \(i\) running over basis functions and \(j\) over orbitals. For \(\mu > 0\) it is nonnegative and vanishes only for \(V = 0\). This gives \(K(W) \le K(V)\). If the energies are equal, then \(CY = 0\), so \(V = W\) is allowed. Conversely, if \(V\) is allowed, then \(Y = 0\) and nothing is subtracted.

For the distance, let \(U\) be another allowed velocity. The condition is linear under differences, so \(W - U\) is allowed too. Writing \(V - U = (W - U) + CY\) gives

\[
K(V - U) = K(W - U) + K(V - W) ,
\]

which is smallest exactly at \(U = W\).

## One orbital

For a single normalised orbital \(c\) with trial velocity \(v\), the multiplier is the number \(\mathrm{Re}(c^{\mathrm H}v)\). The correction removes the rate of change of the norm and keeps the imaginary part of the overlap, which rotates the phase.

Take \(c = (1,0)\) and \(v = (1+i,\,1)\). The multiplier is \(1\) and the corrected velocity is \((i,\,1)\). The squared length drops from \(3\) to \(2\), and the missing \(1\) is that of the correction. With only one basis function, phase rotation is the only motion left.

## The velocity stage of a time step

In a velocity-Verlet scheme with constraints, the orbitals are first moved and brought back to orthonormality. The forces are then evaluated at the new \(C\), and the second half of the velocity update produces \(V\). The program forms the overlap matrix \(C^{\mathrm H}V\), takes its Hermitian part \(Y\), and subtracts \(CY\). No iteration is needed, because the condition is linear in the velocity.

The positions need a correction of their own. A free step of length \(t\) along an allowed velocity gives

\[
(C + tW)^{\mathrm H}(C + tW) = 1 + t^2\,W^{\mathrm H}W ,
\]

since the term linear in \(t\) is the velocity condition. The orthonormality error is thus of second order in the step.

For a finite orthonormal basis and a single mass \(\mu\), the velocity correction is therefore a projection that never adds fictitious kinetic energy. The force update before it can add some. This concerns one correction at fixed \(C\), and leaves open how the total energy drifts along a trajectory.

## Reading the Lean statements

An orbital matrix or a velocity is a `Matrix m n ℂ`, where the finite types `m` and `n` label basis functions and orbitals. Four definitions carry the physics:

- `IsTangent C W` is the condition for an allowed velocity.
- `multiplier C V` is \(Y\).
- `project C V` is \(W\).
- `kineticEnergy μ V` is \(K(V)\), defined with the real part of the trace so that it is a real number.

The hypothesis `hC : Cᴴ * C = 1` says that the current orbitals are exactly orthonormal. The hypothesis `hμ : 0 < μ` says that the orbitals have positive inertia; \(\mu\) is a parameter of the method, not the electron mass. Choosing \(\mu = 2\) turns the energy bound into \(\mathrm{tr}(W^{\mathrm H}W) \le \mathrm{tr}(V^{\mathrm H}V)\).

The model has one mass for all coefficients and no occupation numbers in the kinetic energy. It also has no overlap operator in the constraint, as ultrasoft pseudopotentials or a non-orthogonal basis would require. Forces, nuclei and the iteration for the positions do not enter.

```lean
import Mathlib

open Matrix

namespace CarParrinelloVelocity

noncomputable section

variable {m n : Type*} [Fintype m] [Fintype n]

/-- The velocity constraint `Cᴴ W + Wᴴ C = 0` on an orbital velocity `W` at the orbitals `C`. -/
def IsTangent (C W : Matrix m n ℂ) : Prop := Cᴴ * W + Wᴴ * C = 0

/-- The multiplier matrix `Y = (Cᴴ V + Vᴴ C) / 2` for the trial velocity `V`. -/
def multiplier (C V : Matrix m n ℂ) : Matrix n n ℂ := (1 / 2 : ℂ) • (Cᴴ * V + Vᴴ * C)

/-- The corrected velocity `W = V - C Y`. -/
def project (C V : Matrix m n ℂ) : Matrix m n ℂ := V - C * multiplier C V

/-- The fictitious kinetic energy `(μ / 2) tr(Vᴴ V)` of the orbitals. -/
def kineticEnergy (μ : ℝ) (V : Matrix m n ℂ) : ℝ := μ / 2 * (Vᴴ * V).trace.re

/-- The fictitious kinetic energy is `μ / 2` times the sum of the squared moduli of all
coefficient velocities. -/
theorem kineticEnergy_eq_sum (μ : ℝ) (V : Matrix m n ℂ) :
    kineticEnergy μ V = μ / 2 * ∑ j, ∑ i, ‖V i j‖ ^ 2 := by
  unfold kineticEnergy
  congr 1
  simp only [Matrix.trace, Matrix.diag_apply, Matrix.mul_apply, Matrix.conjTranspose_apply,
    Complex.re_sum]
  refine Finset.sum_congr rfl fun j _ => Finset.sum_congr rfl fun i _ => ?_
  rw [Complex.sq_norm, Complex.normSq_apply]
  simp [Complex.mul_re]

/-- For positive fictitious mass the kinetic energy is nonnegative, and it vanishes only for
orbitals at rest. -/
theorem kineticEnergy_pos_def {μ : ℝ} (hμ : 0 < μ) (V : Matrix m n ℂ) :
    0 ≤ kineticEnergy μ V ∧ (kineticEnergy μ V = 0 ↔ V = 0) := by
  refine ⟨by rw [kineticEnergy_eq_sum]; positivity, fun h => ?_, ?_⟩
  · rw [kineticEnergy_eq_sum] at h
    have hs : ∑ j, ∑ i, ‖V i j‖ ^ 2 = 0 := by
      rcases mul_eq_zero.mp h with h | h
      · linarith
      · exact h
    -- a vanishing sum of squares has vanishing terms
    ext i j
    have h1 := (Finset.sum_eq_zero_iff_of_nonneg (fun j _ => by positivity)).mp hs j
      (Finset.mem_univ j)
    have h2 := (Finset.sum_eq_zero_iff_of_nonneg (fun i _ => by positivity)).mp h1 i
      (Finset.mem_univ i)
    simpa using h2
  · rintro rfl
    simp [kineticEnergy]

/-- The kinetic energies of a velocity `T` obeying the constraint and of a correction `C Y` with
Hermitian `Y` add without a cross term. -/
theorem kineticEnergy_add (μ : ℝ) {C T : Matrix m n ℂ} {Y : Matrix n n ℂ}
    (hT : IsTangent C T) (hY : Y.IsHermitian) :
    kineticEnergy μ (T + C * Y) = kineticEnergy μ T + kineticEnergy μ (C * Y) := by
  have h : Cᴴ * T + Tᴴ * C = 0 := hT
  -- the cross terms combine into the trace of `Y` times the constraint
  have cross : (Tᴴ * (C * Y)).trace + ((C * Y)ᴴ * T).trace = 0 := by
    rw [Matrix.conjTranspose_mul, hY.eq, ← Matrix.mul_assoc Tᴴ C Y,
      Matrix.trace_mul_comm (Tᴴ * C) Y, Matrix.mul_assoc Y Cᴴ T, ← Matrix.trace_add,
      ← Matrix.mul_add, add_comm (Tᴴ * C), h, Matrix.mul_zero, Matrix.trace_zero]
  have e : ((T + C * Y)ᴴ * (T + C * Y)).trace
      = (Tᴴ * T).trace + ((C * Y)ᴴ * (C * Y)).trace := by
    rw [Matrix.conjTranspose_add, Matrix.add_mul, Matrix.mul_add, Matrix.mul_add,
      Matrix.trace_add, Matrix.trace_add, Matrix.trace_add]
    linear_combination cross
  unfold kineticEnergy
  rw [e, Complex.add_re]
  ring

variable [DecidableEq n]

/-- For orthonormal orbitals and an arbitrary matrix `Y`, the velocity `V - C Y` obeys the
constraint exactly when `Y + Yᴴ = Cᴴ V + Vᴴ C`. -/
theorem isTangent_sub_iff {C : Matrix m n ℂ} (hC : Cᴴ * C = 1) (V : Matrix m n ℂ)
    (Y : Matrix n n ℂ) : IsTangent C (V - C * Y) ↔ Y + Yᴴ = Cᴴ * V + Vᴴ * C := by
  have key : Cᴴ * (V - C * Y) + (V - C * Y)ᴴ * C = (Cᴴ * V + Vᴴ * C) - (Y + Yᴴ) := by
    rw [Matrix.conjTranspose_sub, Matrix.conjTranspose_mul, Matrix.mul_sub, Matrix.sub_mul,
      ← Matrix.mul_assoc Cᴴ C Y, Matrix.mul_assoc Yᴴ Cᴴ C, hC, Matrix.one_mul, Matrix.mul_one]
    abel
  unfold IsTangent
  rw [key, sub_eq_zero]
  exact eq_comm

/-- For orthonormal orbitals, `(Cᴴ V + Vᴴ C) / 2` is Hermitian, and it is the one Hermitian `Y`
for which `V - C Y` obeys the velocity constraint. -/
theorem multiplier_unique {C : Matrix m n ℂ} (hC : Cᴴ * C = 1) (V : Matrix m n ℂ) :
    (multiplier C V).IsHermitian ∧
      ∀ Y : Matrix n n ℂ, Y.IsHermitian →
        (IsTangent C (V - C * Y) ↔ Y = multiplier C V) := by
  constructor
  · have h2 : star (1 / 2 : ℂ) = 1 / 2 := by simp
    unfold multiplier Matrix.IsHermitian
    rw [Matrix.conjTranspose_smul, h2, Matrix.conjTranspose_add, Matrix.conjTranspose_mul,
      Matrix.conjTranspose_mul, Matrix.conjTranspose_conjTranspose,
      Matrix.conjTranspose_conjTranspose, add_comm]
  · intro Y hY
    rw [isTangent_sub_iff hC, hY.eq]
    unfold multiplier
    constructor
    · intro h
      rw [← h]
      module
    · intro h
      rw [h]
      module

/-- For orthonormal orbitals and positive fictitious mass, the correction never raises the kinetic
energy, and leaves it unchanged exactly when `V` already obeys the constraint. -/
theorem kineticEnergy_project_le {μ : ℝ} (hμ : 0 < μ) {C : Matrix m n ℂ} (hC : Cᴴ * C = 1)
    (V : Matrix m n ℂ) :
    kineticEnergy μ (project C V) ≤ kineticEnergy μ V ∧
      (kineticEnergy μ (project C V) = kineticEnergy μ V ↔ IsTangent C V) := by
  obtain ⟨hY, hu⟩ := multiplier_unique hC V
  have hW : IsTangent C (project C V) := (hu _ hY).mpr rfl
  have split := kineticEnergy_add μ hW hY
  have hV : project C V + C * multiplier C V = V := sub_add_cancel _ _
  rw [hV] at split
  obtain ⟨h0, hz⟩ := kineticEnergy_pos_def hμ (C * multiplier C V)
  refine ⟨by linarith, fun h => ?_, fun h => ?_⟩
  · -- no energy is lost, so the correction vanishes
    have hCY := hz.mp (by linarith)
    rw [hCY, add_zero] at hV
    rwa [hV] at hW
  · have hm : multiplier C V = 0 := by
      unfold multiplier
      rw [show Cᴴ * V + Vᴴ * C = 0 from h, smul_zero]
    have := hz.mpr (by rw [hm, Matrix.mul_zero])
    linarith

/-- For orthonormal orbitals and positive fictitious mass, the corrected velocity is the unique
velocity obeying the constraint that is closest to `V` in the kinetic-energy metric. -/
theorem project_closest {μ : ℝ} (hμ : 0 < μ) {C : Matrix m n ℂ} (hC : Cᴴ * C = 1)
    (V : Matrix m n ℂ) :
    IsTangent C (project C V) ∧ ∀ U, IsTangent C U →
      kineticEnergy μ (V - project C V) ≤ kineticEnergy μ (V - U) ∧
      (kineticEnergy μ (V - U) = kineticEnergy μ (V - project C V) ↔ U = project C V) := by
  obtain ⟨hY, hu⟩ := multiplier_unique hC V
  have hW : IsTangent C (project C V) := (hu _ hY).mpr rfl
  refine ⟨hW, fun U hU => ?_⟩
  -- differences of allowed velocities are allowed
  have hD : IsTangent C (project C V - U) := by
    unfold IsTangent at hW hU ⊢
    rw [Matrix.conjTranspose_sub, Matrix.mul_sub, Matrix.sub_mul, sub_add_sub_comm, hW, hU,
      sub_zero]
  have split := kineticEnergy_add μ hD hY
  have e1 : project C V - U + C * multiplier C V = V - U := by
    unfold project
    abel
  have e2 : C * multiplier C V = V - project C V := by
    unfold project
    abel
  rw [e1, e2] at split
  obtain ⟨h0, hz⟩ := kineticEnergy_pos_def hμ (project C V - U)
  refine ⟨by linarith, fun h => ?_, fun h => by rw [h]⟩
  exact (sub_eq_zero.mp (hz.mp (by linarith))).symm

omit [Fintype n] in
/-- A free step of length `t` from orthonormal orbitals along a velocity obeying the constraint
changes the overlap matrix only by `t² Wᴴ W`. -/
theorem overlap_after_step {C W : Matrix m n ℂ} (hC : Cᴴ * C = 1) (hW : IsTangent C W) (t : ℝ) :
    (C + (t : ℂ) • W)ᴴ * (C + (t : ℂ) • W) = 1 + ((t : ℂ) ^ 2) • (Wᴴ * W) := by
  have h : Cᴴ * W + Wᴴ * C = 0 := hW
  have ht : star (t : ℂ) = t := Complex.conj_ofReal t
  simp only [Matrix.conjTranspose_add, Matrix.conjTranspose_smul, ht, Matrix.add_mul,
    Matrix.mul_add, Matrix.smul_mul, Matrix.mul_smul, hC]
  linear_combination (norm := module) (t : ℂ) • h

/-- For the single orbital `(1, 0)` and trial velocity `(1 + i, 1)`, the orbital is normalised and
the corrected velocity is `(i, 1)`. -/
theorem project_witness :
    (!![1; 0] : Matrix (Fin 2) (Fin 1) ℂ)ᴴ * (!![1; 0] : Matrix (Fin 2) (Fin 1) ℂ) = 1 ∧
      project (!![1; 0] : Matrix (Fin 2) (Fin 1) ℂ) !![1 + Complex.I; 1]
        = !![Complex.I; 1] := by
  constructor
  · ext i j
    fin_cases i
    fin_cases j
    simp [Matrix.mul_apply, Fin.sum_univ_succ]
  · -- the multiplier is the real part of the overlap `1 + i`
    have hm : multiplier (!![1; 0] : Matrix (Fin 2) (Fin 1) ℂ) !![1 + Complex.I; 1] = 1 := by
      ext i j
      fin_cases i
      fin_cases j
      simp [multiplier, Matrix.mul_apply, Fin.sum_univ_succ]
      ring
    unfold project
    rw [hm, Matrix.mul_one]
    ext i j
    fin_cases i <;> fin_cases j <;> simp

end

end CarParrinelloVelocity
```

```lean
#print axioms CarParrinelloVelocity.kineticEnergy_project_le
#print axioms CarParrinelloVelocity.project_closest
#print axioms CarParrinelloVelocity.overlap_after_step
```

```
'CarParrinelloVelocity.kineticEnergy_project_le' depends on axioms: [propext, Classical.choice, Quot.sound]
'CarParrinelloVelocity.project_closest' depends on axioms: [propext, Classical.choice, Quot.sound]
'CarParrinelloVelocity.overlap_after_step' depends on axioms: [propext, Classical.choice, Quot.sound]
```

## From the matrix identities to the Lean proof

**The energy as a sum of squares.** `kineticEnergy_eq_sum` writes the trace out in entries and compares the double sums term by term. `kineticEnergy_pos_def` reads nonnegativity off this form with `positivity`. For the case of zero energy it uses twice that a vanishing sum of nonnegative terms has vanishing terms, first over orbitals and then over basis functions.

**The missing cross term.** In `kineticEnergy_add`, the intermediate statement `cross` is the trace calculation above. `Matrix.trace_mul_comm` supplies the cyclicity, and `hY.eq` replaces \(Y^{\mathrm H}\) by \(Y\). After the square has been expanded, `linear_combination cross` removes the two mixed traces. Orthonormality is not used here.

**The multiplier.** `isTangent_sub_iff` treats an arbitrary \(Y\). Its identity `key` is the expansion of the velocity condition, with products regrouped so that `hC` can replace \(C^{\mathrm H}C\) by the identity. `multiplier_unique` first checks that the formula is Hermitian, then specialises the equivalence to Hermitian \(Y\). The tactic `module` does the remaining arithmetic with the factor one half.

**The energy bound.** `kineticEnergy_project_le` obtains from `multiplier_unique` that \(W\) is allowed, and applies `kineticEnergy_add` to \(V = W + CY\). The inequality then follows by `linarith` from \(K(CY) \ge 0\). The two directions of the equality case are those of the derivation: equal energies force \(CY = 0\), and an allowed \(V\) has multiplier zero.

**The closest allowed velocity.** In `project_closest`, `hD` states that the difference \(W - U\) is allowed. The equations `e1` and `e2` rewrite the energy splitting as the distance formula, and positive definiteness identifies the minimiser.

**The free step and the example.** `overlap_after_step` expands the product and cancels the linear term by adding \(t\) times the velocity condition. `project_witness` verifies the one-orbital example entry by entry: the orbital is normalised, the multiplier is the \(1\times1\) identity, and the corrected velocity is \((i,1)\).
